# The least disagreement probability of two coupled finite distributions is half their l1 distance

One way to bound the bias left after $n$ steps of a Monte Carlo chain on finitely many configurations is to consider a second copy, started in the stationary distribution and driven by shared random numbers. The probability that the two copies occupy different states at step $n$ bounds the total variation distance (half the l1 distance) of the first copy's distribution from the stationary one. This step rests on a statement about two distributions at one fixed time.

## Overlap and disagreement

Let $\mu,\nu$ be probability vectors on a finite set. A coupling is a joint distribution $\gamma(x,y)\ge 0$ with row sums $\mu(x)$ and column sums $\nu(y)$. Write
$$d(\gamma)=\sum_{x\ne y}\gamma(x,y),\qquad T=\tfrac12\sum_x|\mu(x)-\nu(x)|,\qquad m(x)=\min(\mu(x),\nu(x)).$$
The claim is that $T$ is the minimum of $d(\gamma)$ over all couplings.

The total weight of $\gamma$ is $\sum_x\mu(x)=1$, so $d(\gamma)=1-\sum_x\gamma(x,x)$. Since $|a-b|=a+b-2\min(a,b)$, summation gives $T=\tfrac12(1+1-2\sum_x m(x))=1-\sum_x m(x)$. A diagonal entry $\gamma(x,x)$ is one non-negative term of a row sum $\mu(x)$ and of a column sum $\nu(x)$, hence $\gamma(x,x)\le m(x)$. Therefore $d(\gamma)\ge T$, with equality exactly when $\gamma(x,x)=m(x)$ for every $x$.

For attainment, suppose first that $T>0$ and set
$$\gamma^*(x,y)=\delta_{xy}\,m(x)+\frac{(\mu(x)-m(x))(\nu(y)-m(y))}{T}.$$
All terms are non-negative. Each excess, $\mu-m$ and $\nu-m$, sums to $1-\sum_x m(x)=T$, so row $x$ sums to $m(x)+(\mu(x)-m(x))=\mu(x)$, and column $y$ to $\nu(y)$ likewise. At each state one of the excesses is zero, so the diagonal is $m$ and $d(\gamma^*)=T$. If $T=0$, then $\mu=\nu$, and placing $\mu$ on the diagonal suffices.

For an observable $f$ with $|f(x)-f(y)|\le D$, the marginals give
$$\Big|\sum_x\mu(x)f(x)-\sum_x\nu(x)f(x)\Big|=\Big|\sum_{x,y}\gamma(x,y)(f(x)-f(y))\Big|\le D\,d(\gamma),$$
because the diagonal terms vanish. Choosing $\gamma^*$ turns the bound into $D\,T$.

## Three states, and the extremes

Take $\mu=(\tfrac12,\tfrac12,0)$ and $\nu=(\tfrac14,\tfrac14,\tfrac12)$. Then $m=(\tfrac14,\tfrac14,0)$ and $T=\tfrac12$. The coupling $\gamma^*$ has diagonal $m$ and two further non-zero entries, $\gamma^*(1,3)=\gamma^*(2,3)=\tfrac14$, so $d(\gamma^*)=\tfrac12$. Independent sampling has diagonal weight $\tfrac18+\tfrac18$ and disagrees with probability $\tfrac34$.

With a single state, $T=0$ and the components always agree. For disjoint supports, $m=0$ and $T=1$: every coupling disagrees with certainty.

## Distributions and couplings in Lean

The state space is a finite type `α`, and distributions are real-valued functions on it.

```lean
import Mathlib

open Finset

namespace CouplingInequality

noncomputable section

variable {α : Type*} [Fintype α] [DecidableEq α]
```

`IsProb` states non-negativity and normalisation.

```lean
/-- A probability vector on a finite state space: non-negative weights with sum one. -/
structure IsProb (μ : α → ℝ) : Prop where
  nonneg : ∀ x, 0 ≤ μ x
  sum_one : ∑ x, μ x = 1
```

`IsCoupling` fixes the convention that the first argument of `γ` carries `μ` and the second `ν`.

```lean
/-- A coupling of `μ` and `ν`: a non-negative joint weight `γ x y` whose marginals
are `μ` and `ν`. -/
structure IsCoupling (γ : α → α → ℝ) (μ ν : α → ℝ) : Prop where
  nonneg : ∀ x y, 0 ≤ γ x y
  row : ∀ x, ∑ y, γ x y = μ x
  col : ∀ y, ∑ x, γ x y = ν y
```

`tv` is $T$, including the factor one half.

```lean
/-- The total variation distance: half the l1 distance of two weight vectors. -/
def tv (μ ν : α → ℝ) : ℝ := (1 / 2) * ∑ x, |μ x - ν x|
```

`disagreement` is $d(\gamma)$, with the diagonal replaced by zero.

```lean
/-- The joint weight of the event that the two components differ. -/
def disagreement (γ : α → α → ℝ) : ℝ := ∑ x, ∑ y, if x = y then 0 else γ x y
```

`maximalCoupling` is $\gamma^*$. Lean sets division by zero to zero, so the same formula also gives the diagonal coupling when $T=0$.

```lean
/-- The joint weight that keeps the common part of `μ` and `ν` on the diagonal and
distributes the two excesses independently. -/
def maximalCoupling (μ ν : α → ℝ) (x y : α) : ℝ :=
  (if x = y then min (μ x) (ν x) else 0) +
    (μ x - min (μ x) (ν x)) * (ν y - min (μ y) (ν y)) / tv μ ν
```

## The lower bound and its equality case

Each row is split into its diagonal entry and the rest; summing over rows gives $d(\gamma)=1-\sum_x\gamma(x,x)$.

```lean
/-- The probability that the components differ is one minus the weight on the diagonal. -/
theorem disagreement_eq {γ : α → α → ℝ} {μ ν : α → ℝ} (hμ : IsProb μ)
    (hγ : IsCoupling γ μ ν) : disagreement γ = 1 - ∑ x, γ x x := by
  have h : ∀ x, (∑ y, if x = y then 0 else γ x y) = μ x - γ x x := by
    intro x
    have h1 : (∑ y, if x = y then γ x y else 0) = γ x x := by simp
    have h2 : (∑ y, if x = y then 0 else γ x y) + (∑ y, if x = y then γ x y else 0)
        = ∑ y, γ x y := by
      rw [← Finset.sum_add_distrib]
      refine Finset.sum_congr rfl fun y _ => ?_
      split_ifs <;> simp
    rw [h1, hγ.row x] at h2
    linarith
  unfold disagreement
  rw [Finset.sum_congr rfl fun x _ => h x, Finset.sum_sub_distrib, hμ.sum_one]
```

The identity for $|a-b|$ is proved by cases on which weight is smaller, then summed.

```lean
omit [DecidableEq α] in
/-- Half the l1 distance of two probability vectors is one minus their overlap. -/
theorem tv_eq_one_sub_overlap {μ ν : α → ℝ} (hμ : IsProb μ) (hν : IsProb ν) :
    tv μ ν = 1 - ∑ x, min (μ x) (ν x) := by
  have h : ∀ x, |μ x - ν x| = μ x + ν x - 2 * min (μ x) (ν x) := by
    intro x
    rcases le_total (μ x) (ν x) with h | h
    · rw [min_eq_left h, abs_of_nonpos (by linarith)]
      ring
    · rw [min_eq_right h, abs_of_nonneg (by linarith)]
      ring
  unfold tv
  rw [Finset.sum_congr rfl fun x _ => h x, Finset.sum_sub_distrib, Finset.sum_add_distrib,
    ← Finset.mul_sum, hμ.sum_one, hν.sum_one]
  ring
```

`single_le_sum` bounds the diagonal entry by its row and column sums.

```lean
omit [DecidableEq α] in
/-- In any coupling, the weight for both components to sit in state `x` is at most the
smaller of the two marginal weights of `x`. -/
theorem diag_le_min {γ : α → α → ℝ} {μ ν : α → ℝ} (hγ : IsCoupling γ μ ν) (x : α) :
    γ x x ≤ min (μ x) (ν x) := by
  refine le_min ?_ ?_
  · exact (Finset.single_le_sum (f := fun y => γ x y) (fun y _ => hγ.nonneg x y)
      (Finset.mem_univ x)).trans_eq (hγ.row x)
  · exact (Finset.single_le_sum (f := fun y => γ y x) (fun y _ => hγ.nonneg y x)
      (Finset.mem_univ x)).trans_eq (hγ.col x)
```

For the equality criterion, termwise inequalities with equal totals must be equalities in every term.

```lean
/-- A coupling has disagreement probability equal to half the l1 distance exactly when its
diagonal is the pointwise minimum of the marginals. -/
theorem optimal_iff {γ : α → α → ℝ} {μ ν : α → ℝ} (hμ : IsProb μ) (hν : IsProb ν)
    (hγ : IsCoupling γ μ ν) :
    disagreement γ = tv μ ν ↔ ∀ x, γ x x = min (μ x) (ν x) := by
  rw [disagreement_eq hμ hγ, tv_eq_one_sub_overlap hμ hν]
  constructor
  · intro h x
    have hs : ∑ x, γ x x = ∑ x, min (μ x) (ν x) := by linarith
    exact (Finset.sum_eq_sum_iff_of_le fun x _ => diag_le_min hγ x).1 hs x (Finset.mem_univ x)
  · intro h
    rw [Finset.sum_congr rfl fun x _ => h x]
```

## The optimal coupling

The next lemma performs the cancellation $e(x)\,t/t=e(x)$ for non-negative weights of total $t$. When $t=0$, every weight is zero.

```lean
omit [DecidableEq α] in
/-- Non-negative weights are unchanged when multiplied and divided by their total. -/
theorem mul_total_div_total {e : α → ℝ} {t : ℝ} (he : ∀ x, 0 ≤ e x) (ht : ∑ x, e x = t)
    (x : α) : e x * t / t = e x := by
  by_cases h0 : t = 0
  · -- a vanishing total forces every weight to vanish
    have h1 : e x ≤ ∑ y, e y := Finset.single_le_sum (fun y _ => he y) (Finset.mem_univ x)
    have h2 : e x = 0 := le_antisymm (by linarith) (he x)
    simp [h2]
  · exact mul_div_cancel_right₀ _ h0
```

In the marginal check, `hA` and `hB` say that both excesses sum to $T$, and `kA` and `kB` apply the cancellation.

```lean
/-- The maximal coupling of two probability vectors is a coupling of them. -/
theorem maximalCoupling_isCoupling {μ ν : α → ℝ} (hμ : IsProb μ) (hν : IsProb ν) :
    IsCoupling (maximalCoupling μ ν) μ ν := by
  -- both excesses have total weight `tv μ ν`
  have hA : ∑ x, (μ x - min (μ x) (ν x)) = tv μ ν := by
    rw [Finset.sum_sub_distrib, hμ.sum_one, tv_eq_one_sub_overlap hμ hν]
  have hB : ∑ x, (ν x - min (μ x) (ν x)) = tv μ ν := by
    rw [Finset.sum_sub_distrib, hν.sum_one, tv_eq_one_sub_overlap hμ hν]
  have pA : ∀ x, 0 ≤ μ x - min (μ x) (ν x) := fun x => sub_nonneg.2 (min_le_left _ _)
  have pB : ∀ x, 0 ≤ ν x - min (μ x) (ν x) := fun x => sub_nonneg.2 (min_le_right _ _)
  have kA : ∀ x, (μ x - min (μ x) (ν x)) * tv μ ν / tv μ ν = μ x - min (μ x) (ν x) :=
    fun x => mul_total_div_total pA hA x
  have kB : ∀ x, (ν x - min (μ x) (ν x)) * tv μ ν / tv μ ν = ν x - min (μ x) (ν x) :=
    fun x => mul_total_div_total pB hB x
  have ht : 0 ≤ tv μ ν := hA ▸ Finset.sum_nonneg fun x _ => pA x
  refine ⟨fun x y => ?_, fun x => ?_, fun y => ?_⟩
  · refine add_nonneg ?_ (div_nonneg (mul_nonneg (pA x) (pB y)) ht)
    split_ifs
    · exact le_min (hμ.nonneg x) (hν.nonneg x)
    · exact le_rfl
  · unfold maximalCoupling
    rw [Finset.sum_add_distrib, ← Finset.sum_div, ← Finset.mul_sum, hB, kA x]
    simp
  · unfold maximalCoupling
    rw [Finset.sum_add_distrib, ← Finset.sum_div, ← Finset.sum_mul, hA,
      mul_comm (tv μ ν), kB y]
    simp
```

The equality criterion reduces optimality to the diagonal, where one excess vanishes.

```lean
/-- In the maximal coupling the components differ with probability equal to half the
l1 distance of the marginals. -/
theorem disagreement_maximalCoupling {μ ν : α → ℝ} (hμ : IsProb μ) (hν : IsProb ν) :
    disagreement (maximalCoupling μ ν) = tv μ ν := by
  refine (optimal_iff hμ hν (maximalCoupling_isCoupling hμ hν)).2 fun x => ?_
  -- at each state at least one of the two excesses is zero
  rcases le_total (μ x) (ν x) with h | h
  · simp [maximalCoupling, min_eq_left h]
  · simp [maximalCoupling, min_eq_right h]
```

`IsLeast` combines two statements: some coupling has disagreement probability `tv μ ν`, and no coupling has a smaller one.

```lean
/-- **Coupling inequality with attainment.** Half the l1 distance of two probability vectors
is the least probability of disagreement among all their couplings. -/
theorem coupling_inequality {μ ν : α → ℝ} (hμ : IsProb μ) (hν : IsProb ν) :
    IsLeast {p : ℝ | ∃ γ, IsCoupling γ μ ν ∧ disagreement γ = p} (tv μ ν) := by
  refine ⟨⟨maximalCoupling μ ν, maximalCoupling_isCoupling hμ hν,
    disagreement_maximalCoupling hμ hν⟩, ?_⟩
  rintro p ⟨γ, hγ, rfl⟩
  rw [disagreement_eq hμ hγ, tv_eq_one_sub_overlap hμ hν]
  have h : ∑ x, γ x x ≤ ∑ x, min (μ x) (ν x) :=
    Finset.sum_le_sum fun x _ => diag_le_min hγ x
  linarith
```

The theorem concerns one pair of distributions; it contains no transition matrix and no convergence rate. The coupling argument of the opening still requires a separate bound on the probability that the two copies differ at step $n$.

## Errors of observable means

The hypothesis `hf` bounds the spread of the observable, for example the energy range of a lattice model with a finite set of configurations. The proof writes both means as joint averages and then bounds term by term.

```lean
/-- If the values of an observable differ by at most `D`, its means under the two marginals
differ by at most `D` times the disagreement probability of any coupling. -/
theorem mean_diff_le_disagreement {γ : α → α → ℝ} {μ ν f : α → ℝ} {D : ℝ}
    (hγ : IsCoupling γ μ ν) (hf : ∀ x y, |f x - f y| ≤ D) :
    |∑ x, μ x * f x - ∑ x, ν x * f x| ≤ D * disagreement γ := by
  -- write both means as averages over the joint distribution
  have h1 : ∑ x, μ x * f x = ∑ x, ∑ y, γ x y * f x := by
    refine Finset.sum_congr rfl fun x _ => ?_
    rw [← Finset.sum_mul, hγ.row]
  have h2 : ∑ y, ν y * f y = ∑ x, ∑ y, γ x y * f y := by
    rw [Finset.sum_comm]
    refine Finset.sum_congr rfl fun y _ => ?_
    rw [← Finset.sum_mul, hγ.col]
  calc |∑ x, μ x * f x - ∑ x, ν x * f x|
      = |∑ x, ∑ y, γ x y * (f x - f y)| := by
        rw [h1, h2]
        simp only [mul_sub, Finset.sum_sub_distrib]
    _ ≤ ∑ x, ∑ y, |γ x y * (f x - f y)| :=
        (Finset.abs_sum_le_sum_abs _ _).trans
          (Finset.sum_le_sum fun x _ => Finset.abs_sum_le_sum_abs _ _)
    _ ≤ ∑ x, ∑ y, D * (if x = y then 0 else γ x y) := by
        refine Finset.sum_le_sum fun x _ => Finset.sum_le_sum fun y _ => ?_
        split_ifs with h
        · simp [h]
        · rw [abs_mul, abs_of_nonneg (hγ.nonneg x y), mul_comm]
          exact mul_le_mul_of_nonneg_right (hf x y) (hγ.nonneg x y)
    _ = D * disagreement γ := by
        simp only [disagreement, Finset.mul_sum]
```

Inserting the maximal coupling gives the bound in terms of the two distributions alone.

```lean
/-- If the values of an observable differ by at most `D`, its means under two probability
vectors differ by at most `D` times half their l1 distance. -/
theorem mean_diff_le_tv {μ ν f : α → ℝ} {D : ℝ} (hμ : IsProb μ) (hν : IsProb ν)
    (hf : ∀ x y, |f x - f y| ≤ D) :
    |∑ x, μ x * f x - ∑ x, ν x * f x| ≤ D * tv μ ν := by
  rw [← disagreement_maximalCoupling hμ hν]
  exact mean_diff_le_disagreement (maximalCoupling_isCoupling hμ hν) hf

end

end CouplingInequality
```

```lean
#print axioms CouplingInequality.coupling_inequality
#print axioms CouplingInequality.mean_diff_le_tv
```

```
'CouplingInequality.coupling_inequality' depends on axioms: [propext, Classical.choice, Quot.sound]
'CouplingInequality.mean_diff_le_tv' depends on axioms: [propext, Classical.choice, Quot.sound]
```
